# In a small-momentum model of the electron gas, the summed ring diagrams are finite while each one from second order on diverges

In a metal, electrons that are far apart scatter with small momentum transfer $q$, and there the bare Coulomb interaction, proportional to $1/q^2$, is very large. When I work out the MP2 correlation energy per electron of the uniform electron gas with free-electron orbital energies, the direct term diverges logarithmically at small $q$. The third-order ring diagram is worse, and the fourth is worse still. Yet I am told to add all the rings, and the answer is then finite. How can infinitely many infinities, each stronger than the last, leave a finite number? And does that number have anything to do with the MP2 term I started from?

## Summing at fixed $q$ before integrating

The infinities are never added. The rings are combined at each fixed $q$, and only the combined integrand is integrated. For weak coupling the result is close to your MP2 ring term, cut off at a momentum transfer set by the screening.

To see this in the simplest setting, measure $q$ in units of a fixed momentum of the order of the Fermi momentum, and look at $0<q<1$. Take the frequency along the imaginary axis, as $i\omega$ with $\omega=qu$, and hold $u$ fixed. The volume element gives $q^2$ and the frequency element one more $q$, hence a weight $q^3$. Each interaction line comes with one polarisation bubble, and together they give $a/q^2$. The dimensionless coupling $a>0$ stands for the strength of the interaction times the magnitude of the small-$q$ polarisation of free electrons at that $u$ (on the imaginary axis the polarisation is real and of one sign), and it is proportional to the density parameter $r_s$. Up to a common positive prefactor, the ring of order $n$ contributes

$$t_n(q)=\frac{(-1)^{n+1}}{n}\,q^3\left(\frac{a}{q^2}\right)^n .$$

**The sum.** Since $\log(1+x)=x-x^2/2+x^3/3-\dots$ for $|x|<1$, setting $x=a/q^2$ and removing the first-order term gives, for $q^2>a$,

$$\sum_{n\ge 2}t_n(q)=s(q)=q^3\left[\log\left(1+\frac{a}{q^2}\right)-\frac{a}{q^2}\right].$$

For $q^2<a$ the series diverges, but the logarithm remains well defined. The random-phase approximation uses it there too.

**Each order alone.** The power of $q$ in $t_n$ is $q^{3-2n}$. For $n\ge2$ and $0<q\le1$ it is at least $1/q$, so

$$\int_c^1 q^{3-2n}\,dq\;\ge\;\int_c^1\frac{dq}{q}=-\log c\;\to\;\infty\qquad(c\to0^+).$$

The constant factor $(-1)^{n+1}a^n/n$ sets the sign of the divergence but does not remove it. At second order $t_2(q)=-a^2/(2q)$, and therefore

$$\int_c^1 t_2(q)\,dq=\frac{a^2}{2}\log c .$$

**The sum integrated.** Splitting the logarithm gives

$$s(q)=q^3\log(q^2+a)-2q^3\log q-aq ,$$

and every term tends to zero as $q\to0$. A primitive is

$$F(q)=\tfrac14\left[(q^4-a^2)\log(q^2+a)-2q^4\log q-aq^2\right].$$

To check it, differentiate:

$$4F'=4q^3\log(q^2+a)+\frac{2q(q^4-a^2)}{q^2+a}-8q^3\log q-2q^3-2aq .$$

The fraction equals $2q(q^2-a)=2q^3-2aq$, so $4F'=4s$. With $F(0)=-\tfrac14a^2\log a$ as the limiting value,

$$I(a)=\int_0^1 s(q)\,dq=F(1)-F(0)=\frac{(1-a^2)\log(1+a)+a^2\log a-a}{4}.$$

**The link to MP2.** Let $0<a\le1$ and cut the second-order ring off at $c=\sqrt a$, which gives $\tfrac14a^2\log a$. This is exactly the term with $\log a$ in $I(a)$, so the difference is

$$D=I(a)-\tfrac14a^2\log a=\tfrac14\left[(1-a^2)\log(1+a)-a\right].$$

From $\log(1+a)\le a$ we get $D\le-a^3/4\le0$. From $(1+a)\log(1+a)\ge a$ we get $4D\ge(1-a)a-a=-a^2$. Hence $|D|\le a^2/4$.

## The case $a=0.1$, and the leading logarithm

For $a=0.1$ we have $\log 1.1\approx0.09531$ and $\log0.1\approx-2.30259$, so

$$I\approx\frac{0.09436-0.02303-0.1}{4}\approx-0.00717 .$$

The second-order ring cut off at $\sqrt{0.1}\approx0.316$ gives $-0.00576$. The two differ by $0.00141$, within the bound $0.0025$. Lowering the cutoff to $10^{-3}$ turns the second-order value into $-0.0345$, and at $10^{-6}$ it is $-0.0691$.

The same bound also gives the weak-coupling behaviour. Dividing $|D|\le a^2/4$ by $a^2|\log a|$ shows that $I(a)/(a^2\log a)\to\tfrac14$ as $a\to0^+$. The Lean code stops at the inequality; this limit is a pencil consequence of it.

## The Lean file

```lean
import Mathlib

open Filter Topology MeasureTheory

namespace ElectronGasRings

noncomputable section

/-- The contribution of the ring diagram of order `n ≥ 1` at momentum transfer `q ≠ 0`,
with dimensionless coupling `a`. -/
def ringTerm (a : ℝ) (n : ℕ) (q : ℝ) : ℝ :=
  (-1) ^ (n + 1) / n * (q ^ 3 * (a / q ^ 2) ^ n)

/-- The resummed ring integrand at momentum transfer `q ≠ 0`, with the first-order
term removed. -/
def ringSum (a q : ℝ) : ℝ :=
  q ^ 3 * (Real.log (1 + a / q ^ 2) - a / q ^ 2)

/-- A closed expression, for `a > 0` and `q > 0`, used to integrate the resummed rings
over the momentum transfer. -/
def ringPrimitive (a q : ℝ) : ℝ :=
  ((q ^ 4 - a ^ 2) * Real.log (q ^ 2 + a) - 2 * q ^ 3 * (q * Real.log q) - a * q ^ 2) / 4

/-- For `0 < a < q²` the ring diagrams of second and higher order add up to the
resummed integrand. -/
theorem hasSum_ringTerm {a q : ℝ} (ha : 0 < a) (h : a < q ^ 2) :
    HasSum (fun n : ℕ => ringTerm a (n + 2) q) (ringSum a q) := by
  have hq : 0 < q ^ 2 := ha.trans h
  have hx : |-(a / q ^ 2)| < 1 := by
    rw [abs_neg, abs_of_pos (div_pos ha hq)]
    exact (div_lt_one hq).2 h
  -- the logarithmic series, with its first term removed
  have h1 := Real.hasSum_pow_div_log_of_abs_lt_one hx
  have h2 := ((hasSum_nat_add_iff' 1).2 h1).mul_left (-(q ^ 3))
  have hf : (fun n : ℕ => ringTerm a (n + 2) q) = fun i : ℕ =>
      -q ^ 3 * ((-(a / q ^ 2)) ^ (i + 1 + 1) / (((i + 1 : ℕ) : ℝ) + 1)) := by
    funext n
    simp only [ringTerm]
    generalize a / q ^ 2 = x
    rw [neg_pow x]
    push_cast
    ring
  have hv : ringSum a q = -q ^ 3 * (-Real.log (1 - -(a / q ^ 2)) -
      ∑ i ∈ Finset.range 1, (-(a / q ^ 2)) ^ (i + 1) / ((i : ℝ) + 1)) := by
    rw [Finset.sum_range_one]
    simp only [ringSum, sub_neg_eq_add, Nat.cast_zero, zero_add, pow_one, div_one]
    ring
  rw [hf, hv]
  exact h2

/-- For `a > 0` the logarithm in the resummed integrand splits into a screened part and
a bare part. -/
theorem ringSum_eq {a : ℝ} (ha : 0 < a) (q : ℝ) :
    ringSum a q = q ^ 3 * Real.log (q ^ 2 + a) - 2 * q ^ 2 * (q * Real.log q) - a * q := by
  by_cases hq : q = 0
  · subst hq
    simp [ringSum]
  · have h1 : 1 + a / q ^ 2 = (q ^ 2 + a) / q ^ 2 := by field_simp
    have h2 : q ^ 3 * (a / q ^ 2) = a * q := by field_simp
    rw [ringSum, h1, Real.log_div (by positivity) (by positivity), Real.log_pow]
    push_cast
    linear_combination -h2

/-- For `a > 0` and `q ≠ 0` the derivative of `ringPrimitive` in the momentum transfer is
the resummed ring integrand. -/
theorem hasDerivAt_ringPrimitive {a q : ℝ} (ha : 0 < a) (hq : q ≠ 0) :
    HasDerivAt (ringPrimitive a) (ringSum a q) q := by
  have hne : q ^ 2 + a ≠ 0 := by positivity
  have h1 : HasDerivAt (fun x : ℝ => x ^ 2 + a) (2 * q) q := by
    simpa using (hasDerivAt_pow 2 q).add_const a
  have h2 := h1.log hne
  have h3 : HasDerivAt (fun x : ℝ => x ^ 4 - a ^ 2) (4 * q ^ 3) q := by
    simpa using (hasDerivAt_pow 4 q).sub_const (a ^ 2)
  have h4 := Real.hasDerivAt_mul_log hq
  have h5 : HasDerivAt (fun x : ℝ => 2 * x ^ 3) (2 * (3 * q ^ 2)) q := by
    simpa using (hasDerivAt_pow 3 q).const_mul 2
  have h6 : HasDerivAt (fun x : ℝ => a * x ^ 2) (a * (2 * q)) q := by
    simpa using (hasDerivAt_pow 2 q).const_mul a
  refine ((((h3.fun_mul h2).fun_sub (h5.fun_mul h4)).fun_sub h6).div_const 4).congr_deriv ?_
  have h7 : (q ^ 4 - a ^ 2) * (2 * q / (q ^ 2 + a)) = 2 * q * (q ^ 2 - a) := by
    rw [mul_div_assoc', div_eq_iff hne]
    ring
  rw [ringSum_eq ha]
  linear_combination h7 / 4

/-- For `a > 0` the resummed ring integrand is integrable over momentum transfers between
0 and 1, and its integral has a closed form. -/
theorem integral_ringSum {a : ℝ} (ha : 0 < a) :
    IntervalIntegrable (ringSum a) volume 0 1 ∧
    ∫ q in (0 : ℝ)..1, ringSum a q =
      ((1 - a ^ 2) * Real.log (1 + a) + a ^ 2 * Real.log a - a) / 4 := by
  have hl : Continuous fun q : ℝ => Real.log (q ^ 2 + a) :=
    Continuous.log (by fun_prop) (fun q => by positivity)
  have hm : Continuous fun q : ℝ => q * Real.log q := Real.continuous_mul_log
  -- the integrand and its primitive are continuous down to zero momentum transfer
  have hc : Continuous (ringSum a) := by
    rw [show ringSum a = _ from funext (ringSum_eq ha)]
    exact (((by fun_prop : Continuous fun q : ℝ => q ^ 3).mul hl).sub
      ((by fun_prop : Continuous fun q : ℝ => 2 * q ^ 2).mul hm)).sub
      (by fun_prop : Continuous fun q : ℝ => a * q)
  have hF : Continuous (ringPrimitive a) :=
    ((((by fun_prop : Continuous fun q : ℝ => q ^ 4 - a ^ 2).mul hl).sub
      ((by fun_prop : Continuous fun q : ℝ => 2 * q ^ 3).mul hm)).sub
      (by fun_prop : Continuous fun q : ℝ => a * q ^ 2)).div_const 4
  have hi : IntervalIntegrable (ringSum a) volume 0 1 := hc.intervalIntegrable 0 1
  refine ⟨hi, ?_⟩
  rw [intervalIntegral.integral_eq_sub_of_hasDerivAt_of_le zero_le_one hF.continuousOn
    (fun q hq => hasDerivAt_ringPrimitive ha hq.1.ne') hi]
  simp only [ringPrimitive, one_pow, Real.log_one, ne_eq, OfNat.ofNat_ne_zero,
    not_false_eq_true, zero_pow, zero_add]
  ring

/-- For every order `n ≥ 2` the integral of `q^(3-2n)` from `c` to 1 grows without bound
as the cutoff `c` tends to zero from above. -/
theorem tendsto_integral_zpow (n : ℕ) (hn : 2 ≤ n) :
    Tendsto (fun c : ℝ => ∫ q in c..1, q ^ (3 - 2 * (n : ℤ))) (𝓝[>] 0) atTop := by
  have hlog : Tendsto (fun c : ℝ => -Real.log c) (𝓝[>] 0) atTop :=
    tendsto_neg_atBot_atTop.comp Real.tendsto_log_nhdsGT_zero
  refine tendsto_atTop_mono' _ ?_ hlog
  filter_upwards [Ioo_mem_nhdsGT (zero_lt_one (α := ℝ))] with c hc
  have e : ∫ q in c..1, q⁻¹ = -Real.log c := by
    rw [integral_inv_of_pos hc.1 one_pos, one_div, Real.log_inv]
  have hne : ∀ q ∈ Set.uIcc c 1, q ≠ 0 := fun q hq => by
    rw [Set.uIcc_of_le hc.2.le] at hq
    exact (hc.1.trans_le hq.1).ne'
  -- on (0, 1] every such power dominates 1/q
  rw [← e]
  apply intervalIntegral.integral_mono_on hc.2.le
  · exact ContinuousOn.intervalIntegrable
      (fun q hq => (continuousAt_inv₀ (hne q hq)).continuousWithinAt)
  · exact ContinuousOn.intervalIntegrable
      (fun q hq => (continuousAt_zpow₀ q _ (Or.inl (hne q hq))).continuousWithinAt)
  · intro q hq
    rw [← zpow_neg_one q]
    exact zpow_le_zpow_right_of_le_one₀ (hc.1.trans_le hq.1) hq.2 (by omega)

/-- At `q ≠ 0` the ring diagram of order `n` is a constant times `q^(3-2n)`. -/
theorem ringTerm_eq (a : ℝ) (n : ℕ) {q : ℝ} (hq : q ≠ 0) :
    ringTerm a n q = (-1) ^ (n + 1) * a ^ n / n * q ^ (3 - 2 * (n : ℤ)) := by
  have h : q ^ (3 - 2 * (n : ℤ)) = q ^ 3 / (q ^ 2) ^ n := by
    rw [zpow_sub₀ hq, zpow_mul]
    norm_cast
  rw [ringTerm, h, div_pow]
  ring

/-- For `a > 0` each single ring diagram of order `n ≥ 2`, integrated from `c` to 1,
diverges in absolute value as `c` tends to zero from above. -/
theorem tendsto_abs_integral_ringTerm {a : ℝ} (ha : 0 < a) (n : ℕ) (hn : 2 ≤ n) :
    Tendsto (fun c : ℝ => |∫ q in c..1, ringTerm a n q|) (𝓝[>] 0) atTop := by
  have hn0 : (0 : ℝ) < n := by exact_mod_cast (by omega : 0 < n)
  have hC : 0 < a ^ n / n := by positivity
  refine ((tendsto_integral_zpow n hn).const_mul_atTop hC).congr' ?_
  filter_upwards [Ioo_mem_nhdsGT (zero_lt_one (α := ℝ))] with c hc
  have e : ∫ q in c..1, ringTerm a n q =
      (-1) ^ (n + 1) * a ^ n / n * ∫ q in c..1, q ^ (3 - 2 * (n : ℤ)) := by
    rw [← intervalIntegral.integral_const_mul]
    apply intervalIntegral.integral_congr
    intro q hq
    rw [Set.uIcc_of_le hc.2.le] at hq
    exact ringTerm_eq a n (hc.1.trans_le hq.1).ne'
  have hp : 0 ≤ ∫ q in c..1, q ^ (3 - 2 * (n : ℤ)) :=
    intervalIntegral.integral_nonneg hc.2.le
      (fun q hq => zpow_nonneg (hc.1.le.trans hq.1) _)
  rw [e, abs_mul, abs_of_nonneg hp, abs_div, abs_mul, abs_pow, abs_neg, abs_one, one_pow,
    one_mul, abs_of_pos (pow_pos ha n), abs_of_pos hn0]

/-- The second-order (MP2) ring diagram, integrated from a cutoff `c > 0` to 1, is
`(a²/2) log c`. -/
theorem integral_ringTerm_two (a : ℝ) {c : ℝ} (hc : 0 < c) :
    ∫ q in c..1, ringTerm a 2 q = a ^ 2 / 2 * Real.log c := by
  have key : ∀ q : ℝ, q ≠ 0 → ringTerm a 2 q = -(a ^ 2 / 2) * q⁻¹ := fun q hq => by
    rw [ringTerm_eq a 2 hq, show (3 - 2 * ((2 : ℕ) : ℤ)) = -1 by norm_num, zpow_neg_one]
    push_cast
    ring
  rw [intervalIntegral.integral_congr (g := fun q => -(a ^ 2 / 2) * q⁻¹)
    (fun q hq => key q ((lt_min hc one_pos).trans_le hq.1).ne'),
    intervalIntegral.integral_const_mul, integral_inv_of_pos hc one_pos, one_div,
    Real.log_inv]
  ring

/-- For `0 < a ≤ 1` the integral of the resummed rings agrees, within `a²/4`, with the
second-order ring integral cut off at momentum transfer `√a`. -/
theorem screening_cutoff {a : ℝ} (ha : 0 < a) (ha1 : a ≤ 1) :
    |(∫ q in (0 : ℝ)..1, ringSum a q) - ∫ q in (Real.sqrt a)..1, ringTerm a 2 q|
      ≤ a ^ 2 / 4 := by
  rw [(integral_ringSum ha).2, integral_ringTerm_two a (Real.sqrt_pos.2 ha),
    Real.log_sqrt ha.le]
  have hp : 0 < 1 + a := by linarith
  -- a/(1+a) ≤ log(1+a) ≤ a
  have h1 : Real.log (1 + a) ≤ a := by
    linarith [Real.log_le_sub_one_of_pos hp]
  have h2 : a ≤ (1 + a) * Real.log (1 + a) := by
    have h := mul_le_mul_of_nonneg_left (Real.one_sub_inv_le_log_of_pos hp) hp.le
    rw [mul_sub, mul_inv_cancel₀ hp.ne'] at h
    linarith
  have h3 : 0 ≤ 1 - a := by linarith
  have h4 : 0 ≤ 1 - a ^ 2 := by nlinarith
  rw [abs_le]
  constructor
  · nlinarith [mul_le_mul_of_nonneg_left h2 h3]
  · nlinarith [mul_le_mul_of_nonneg_left h1 h4, pow_pos ha 3, sq_nonneg a]

end

end ElectronGasRings
```

```lean
#print axioms ElectronGasRings.hasSum_ringTerm
#print axioms ElectronGasRings.tendsto_abs_integral_ringTerm
#print axioms ElectronGasRings.screening_cutoff
```

```
'ElectronGasRings.hasSum_ringTerm' depends on axioms: [propext, Classical.choice, Quot.sound]
'ElectronGasRings.tendsto_abs_integral_ringTerm' depends on axioms: [propext, Classical.choice, Quot.sound]
'ElectronGasRings.screening_cutoff' depends on axioms: [propext, Classical.choice, Quot.sound]
```

## What the theorems say about the rings

`ringTerm a n q` is $t_n(q)$ and `ringSum a q` is $s(q)$. Both include the weight $q^3$, and `ringTerm` also includes the sign and the factor $1/n$, so it is a contribution to the energy integrand and not the bare value of a diagram. The letter `a` is the coupling defined above, not a length. All quantities are real numbers, and the order `n` is a natural number.

- `hasSum_ringTerm` says that for $0<a<q^2$ the terms `ringTerm a (n + 2) q`, with `n` running from 0, sum to `ringSum a q`. The shift by two starts the sum at second order.
- `integral_ringSum` says that for every $a>0$ the resummed integrand is integrable between 0 and 1, and gives $I(a)$.
- `tendsto_integral_zpow` is the divergence of the pure powers for every $n\ge2$. The exponent is an integer because it is negative. `𝓝[>] 0` means that $c$ approaches zero from above, and `atTop` means growth without bound.
- `tendsto_abs_integral_ringTerm` carries this over to the rings themselves. The absolute value is there because their signs alternate.
- `integral_ringTerm_two` is the second-order formula for any cutoff $c>0$.
- `screening_cutoff` is the bound $|D|\le a^2/4$ for $0<a\le1$.

At $q=0$ Lean's division by zero makes `ringSum a 0` equal to 0, which is also the limit of $s(q)$.

To obtain the random-phase correlation energy of the electron gas, one replaces the constant $a$ by a coupling containing the free-electron polarisation at finite $q$, which depends on $q$ as well as on $u$, and integrates over all $q>0$ and over $u$. That energy still leaves out the exchange part of MP2. Within this fixed-coupling model, the result shows the small-$q$ mechanism that makes MP2 unsuitable for metals in the limit of a large simulation cell, and how the random-phase approximation avoids it.

## From the series to the screening bound

`hasSum_ringTerm` takes Mathlib's series for $-\log(1-x)$ at $x=-a/q^2$, removes its first term with `hasSum_nat_add_iff'`, and multiplies by $-q^3$. The equalities `hf` and `hv` match the terms and the sum to the two definitions.

`ringSum_eq` is the splitting of the logarithm, with $q=0$ treated separately. It groups $q^3\log q$ as `q ^ 2 * (q * Real.log q)`, because Mathlib knows that $q\log q$ is continuous at zero. `ringPrimitive`, which is $F$, is written in the same way.

`hasDerivAt_ringPrimitive` assembles $F'$ from the product and chain rules. Its step `h7` is the cancellation of $q^2+a$ in the fraction, and `linear_combination` collects the rest.

`integral_ringSum` first proves that the integrand and $F$ are continuous, which gives integrability. It then applies a form of the fundamental theorem of calculus that needs the derivative only inside the interval and continuity up to its ends. The point $q=0$, where $\log q$ is singular, therefore causes no trouble.

For the divergences, `tendsto_integral_zpow` compares integrands through `intervalIntegral.integral_mono_on`. The inequality $q^{-1}\le q^{3-2n}$ on $(0,1]$ comes down to $3-2n\le-1$, which `omega` settles. `ringTerm_eq` writes each ring as a constant times $q^{3-2n}$. With it, `tendsto_abs_integral_ringTerm` takes the constant out of the integral and uses that $a^n/n$ is positive. `integral_ringTerm_two` uses the same rewriting at $n=2$ and integrates $1/q$.

`screening_cutoff` inserts the two closed forms and replaces $\log\sqrt a$ by $\tfrac12\log a$, so that the logarithms of $a$ cancel. The facts `h1` and `h2` are the two bounds on $\log(1+a)$. Multiplied by $1-a^2$ and $1-a$, which are nonnegative because $a\le1$, they give `nlinarith` the upper and lower estimates of $D$.
